# When the first Dirac level above the small-component block lies between zero and the lowest ZORA level

Let $V$ and $W$ be finite Hermitian matrices, $X$ a rectangular matrix and $c$ real, and set

$$H=\begin{pmatrix}V&cX^*\\cX&D\end{pmatrix},\quad D=W-2c^2,\quad Z=V+c^2X^*(2c^2-W)^{-1}X.$$

Let $d$ be the largest eigenvalue of $D$, assumed negative, and $e$ the lowest eigenvalue of $Z$, the matrix of the zeroth-order regular approximation (ZORA). Then:

- every eigenvalue of $H$ in $(d,0]$ is at least $e$;
- if $e>0$, the smallest eigenvalue of $H$ above $d$ exists and lies in $(0,e]$;
- if $d<e\le0$, it exists and lies in $[e,0]$.

Here $V$ and $W$ are the potential in orthonormal large- and small-component bases, $c$ is the speed of light, $cX$ is the kinetic coupling (the matrix of $c\,\sigma\cdot p$ between the two bases), and energies are counted from the electron's rest energy, in atomic units. The condition $d<0$ says that the expectation value of the potential is below $2c^2$ in every normalised state spanned by the small-component basis.

## A check on one-electron ZORA and Dirac codes

For one electron in a finite basis, with $d<e\le0$, ZORA places the lowest level at or below the first Dirac level above $d$. A program that builds both matrices from the same blocks can test this ordering. The matrices here are written in orthonormal bases, and the inverse in $Z$ is that of the matrix $2c^2-W$. A ZORA kinetic matrix integrated on a grid is in general a different matrix.

## Two trial vectors, one for each side

**Lower bound.** Let $H(x,y)=E(x,y)$ with $(x,y)\ne0$ and $d<E\le0$. Put $G=-D$, which is positive definite. The two rows are

$$Vx+cX^*y=Ex,\qquad cXx=(E+G)y.$$

If $x=0$, then $Dy=Ey$ with $y\ne0$, which contradicts $E>d$. So $x\ne0$. With $p=G^{-1}y$, the second row gives $G^{-1}cXx=Ep+y$, hence

$$Zx=Vx+cX^*(Ep+y)=Ex+E\,cX^*p.$$

Taking the product with $x$,

$$\langle x,Zx\rangle=E\|x\|^2+Et,\qquad t=\langle cXx,p\rangle=E\langle y,p\rangle+\|y\|^2=\langle p,D(D-E)p\rangle.$$

Each eigenvalue $a$ of $D$ satisfies $a\le d<E\le0$, so $a(a-E)>0$ and $t\ge0$. Therefore $\langle x,Zx\rangle\le E\|x\|^2$, and the variational principle gives $e\le E$.

For $E>0$ the same identity gives $\langle x,Zx\rangle\ge E\|x\|^2$. Reading $e\ge E$ from this is wrong: a large expectation value in one state does not bound the lowest eigenvalue from below. The other side needs its own vector.

**A Dirac level between $0$ and $e$.** Let $Zx=ex$ with $x\ne0$, and put $q=G^{-1}cXx$, $z=(x,q)$. Then $Hz=(Vx+cX^*q,\;cXx-Gq)=(ex,0)$, so

$$\langle z,H(H-e)z\rangle=e^2\|x\|^2-e\cdot e\|x\|^2=0.$$

Expanded in eigenvectors of $H$, this is a sum of terms $a(a-e)$ with nonnegative weights, not all zero. Some eigenvalue $a$ thus has $a(a-e)\le0$ and lies between $0$ and $e$.

**Locating the first level.** If $e>d$, this $a$ exceeds $d$, so a smallest eigenvalue $E>d$ exists, and $E\le a$. For $e>0$ we have $E\le e$, and $E\le0$ would force $e\le E\le0$, a contradiction. For $e\le0$ we have $E\le a\le0$, and the lower bound gives $e\le E$.

## The Lean file

```lean
import Mathlib

open Matrix

namespace ZoraDirac

/-- The real number `E` is an energy level (eigenvalue) of the matrix `A`. -/
def IsLevel {n : Type*} [Fintype n] (A : Matrix n n ℂ) (E : ℝ) : Prop :=
  ∃ v : n → ℂ, v ≠ 0 ∧ A *ᵥ v = (E : ℂ) • v

variable {m n : Type*} [Fintype m] [Fintype n] [DecidableEq m] [DecidableEq n]

/-- The small-component block `W - 2c²` of the Dirac matrix. -/
noncomputable def smallBlock (W : Matrix m m ℂ) (c : ℝ) : Matrix m m ℂ :=
  W - ((2 * c ^ 2 : ℝ) : ℂ) • (1 : Matrix m m ℂ)

/-- The matrix `2c² - W` whose inverse enters the ZORA kinetic energy. -/
noncomputable def smallGap (W : Matrix m m ℂ) (c : ℝ) : Matrix m m ℂ :=
  ((2 * c ^ 2 : ℝ) : ℂ) • (1 : Matrix m m ℂ) - W

/-- The Dirac matrix `[[V, cX*], [cX, W - 2c²]]`, with the rest energy subtracted. -/
noncomputable def dirac (V : Matrix n n ℂ) (W : Matrix m m ℂ) (X : Matrix m n ℂ) (c : ℝ) :
    Matrix (n ⊕ m) (n ⊕ m) ℂ :=
  fromBlocks V ((c : ℂ) • Xᴴ) ((c : ℂ) • X) (smallBlock W c)

/-- The ZORA matrix `V + c² X* (2c² - W)⁻¹ X`, meaningful when `2c² - W` is invertible. -/
noncomputable def zora (V : Matrix n n ℂ) (W : Matrix m m ℂ) (X : Matrix m n ℂ) (c : ℝ) :
    Matrix n n ℂ :=
  V + ((c ^ 2 : ℝ) : ℂ) • (Xᴴ * (smallGap W c)⁻¹ * X)

/-- A Hermitian matrix acts as multiplication by its levels in suitable orthonormal
coordinates. -/
theorem eigen_coordinates {A : Matrix n n ℂ} (hA : A.IsHermitian) :
    ∃ (a : n → ℝ) (U : Matrix n n ℂ), (∀ i, IsLevel A (a i)) ∧ Uᴴ * U = 1 ∧
      ∀ x i, (U *ᵥ (A *ᵥ x)) i = (a i : ℂ) * (U *ᵥ x) i := by
  have key : ∃ Q : Matrix n n ℂ, Qᴴ * Q = 1 ∧ Q * Qᴴ = 1 ∧
      ∀ j, A *ᵥ (fun i => Q i j) = (hA.eigenvalues j : ℂ) • (fun i => Q i j) := by
    refine ⟨hA.eigenvectorUnitary, mem_unitaryGroup_iff'.mp hA.eigenvectorUnitary.2,
      mem_unitaryGroup_iff.mp hA.eigenvectorUnitary.2, fun j => ?_⟩
    funext i
    have h := congrFun (hA.mulVec_eigenvectorBasis j) i
    simpa [IsHermitian.eigenvectorUnitary_apply] using h
  obtain ⟨Q, h1, h2, h3⟩ := key
  have hAQ : A * Q = Q * diagonal (fun i => (hA.eigenvalues i : ℂ)) := by
    refine Matrix.ext fun i j => ?_
    rw [mul_diagonal]
    exact (congrFun (h3 j) i).trans (mul_comm (hA.eigenvalues j : ℂ) (Q i j))
  have hQA : Qᴴ * A = diagonal (fun i => (hA.eigenvalues i : ℂ)) * Qᴴ := by
    calc Qᴴ * A = Qᴴ * (A * Q) * Qᴴ := by
          rw [Matrix.mul_assoc, Matrix.mul_assoc, h2, Matrix.mul_one]
      _ = _ := by rw [hAQ, ← Matrix.mul_assoc, h1, Matrix.one_mul]
  refine ⟨hA.eigenvalues, Qᴴ, fun j => ⟨fun i => Q i j, fun h0 => ?_, h3 j⟩,
    by rw [conjTranspose_conjTranspose]; exact h2, fun x i => ?_⟩
  · have h := congrFun (congrFun h1 j) j
    have hz : ∀ k, Q k j = 0 := fun k => congrFun h0 k
    rw [Matrix.mul_apply] at h
    simp [hz] at h
  · rw [mulVec_mulVec, hQA, ← mulVec_mulVec, mulVec_diagonal]

/-- If `αA² + βA + γ` has a nonpositive expectation value in some nonzero state, `A` being
Hermitian, then some level `a` of `A` satisfies `αa² + βa + γ ≤ 0`. -/
theorem exists_level_of_quadratic {A : Matrix n n ℂ} (hA : A.IsHermitian) {x : n → ℂ}
    (hx : x ≠ 0) (α β γ : ℝ)
    (h : α * (star (A *ᵥ x) ⬝ᵥ (A *ᵥ x)).re + β * (star x ⬝ᵥ (A *ᵥ x)).re
      + γ * (star x ⬝ᵥ x).re ≤ 0) :
    ∃ a, IsLevel A a ∧ α * a ^ 2 + β * a + γ ≤ 0 := by
  by_contra! hcon
  obtain ⟨a, U, ha, hU, hUA⟩ := eigen_coordinates hA
  have iso : ∀ p q : n → ℂ, star p ⬝ᵥ q = star (U *ᵥ p) ⬝ᵥ (U *ᵥ q) := by
    intro p q
    rw [star_mulVec, ← dotProduct_mulVec, mulVec_mulVec, hU, one_mulVec]
  have hw : U *ᵥ x ≠ 0 := fun h0 => hx (by
    rw [← one_mulVec x, ← hU, ← mulVec_mulVec, h0, mulVec_zero])
  obtain ⟨k, hk⟩ := Function.ne_iff.mp hw
  -- the expectation value is a weighted sum over levels
  have hs : α * (star (A *ᵥ x) ⬝ᵥ (A *ᵥ x)).re + β * (star x ⬝ᵥ (A *ᵥ x)).re
      + γ * (star x ⬝ᵥ x).re
      = ∑ i, (α * a i ^ 2 + β * a i + γ) * Complex.normSq ((U *ᵥ x) i) := by
    rw [iso (A *ᵥ x) (A *ᵥ x), iso x (A *ᵥ x), iso x x]
    simp only [dotProduct, Complex.re_sum, Finset.mul_sum, ← Finset.sum_add_distrib]
    refine Finset.sum_congr rfl fun i _ => ?_
    simp only [Pi.star_apply, hUA, Complex.star_def, map_mul, Complex.conj_ofReal,
      Complex.mul_re, Complex.mul_im, Complex.conj_re, Complex.conj_im, Complex.ofReal_re,
      Complex.ofReal_im, Complex.normSq_apply]
    ring
  have hpos : 0 < ∑ i, (α * a i ^ 2 + β * a i + γ) * Complex.normSq ((U *ᵥ x) i) :=
    Finset.sum_pos' (fun i _ => mul_nonneg (hcon _ (ha i)).le (Complex.normSq_nonneg _))
      ⟨k, Finset.mem_univ _, mul_pos (hcon _ (ha k)) (Complex.normSq_pos.mpr hk)⟩
  linarith

/-- If a Hermitian matrix has a level `a` above `d`, then it has a smallest level above `d`,
and that one is at most `a`. -/
theorem exists_first_level_above {A : Matrix n n ℂ} (hA : A.IsHermitian) {d a : ℝ}
    (ha : IsLevel A a) (hda : d < a) :
    ∃ E, IsLeast {E | d < E ∧ IsLevel A E} E ∧ E ≤ a := by
  obtain ⟨b, U, -, hU, hUA⟩ := eigen_coordinates hA
  have hf : {E | d < E ∧ IsLevel A E}.Finite := by
    refine (Set.finite_range b).subset ?_
    rintro E ⟨-, v, hv, hE⟩
    have hw : U *ᵥ v ≠ 0 := fun h0 => hv (by
      rw [← one_mulVec v, ← hU, ← mulVec_mulVec, h0, mulVec_zero])
    obtain ⟨k, hk⟩ := Function.ne_iff.mp hw
    have h := hUA v k
    rw [hE, mulVec_smul] at h
    have h2 : (E : ℂ) = (b k : ℂ) := mul_right_cancel₀ hk h
    exact ⟨k, by exact_mod_cast h2.symm⟩
  obtain ⟨E, hE, hmin⟩ := Set.exists_min_image _ id hf ⟨a, hda, ha⟩
  exact ⟨E, ⟨hE, fun b hb => hmin b hb⟩, hmin a ⟨hda, ha⟩⟩

omit [Fintype m] [Fintype n] [DecidableEq n] in
/-- The Dirac matrix is Hermitian when `V` and `W` are. -/
theorem dirac_isHermitian {V : Matrix n n ℂ} {W : Matrix m m ℂ} (hV : V.IsHermitian)
    (hW : W.IsHermitian) (X : Matrix m n ℂ) (c : ℝ) : (dirac V W X c).IsHermitian := by
  refine IsHermitian.fromBlocks hV ?_ ?_
  · rw [conjTranspose_smul, conjTranspose_conjTranspose, Complex.star_def, Complex.conj_ofReal]
  · unfold Matrix.IsHermitian smallBlock
    rw [conjTranspose_sub, conjTranspose_smul, conjTranspose_one, hW.eq, Complex.star_def,
      Complex.conj_ofReal]

omit [DecidableEq n] in
/-- The Dirac matrix acting on a large component `x` and a small component `y`. -/
theorem dirac_mulVec (V : Matrix n n ℂ) (W : Matrix m m ℂ) (X : Matrix m n ℂ) (c : ℝ)
    (x : n → ℂ) (y : m → ℂ) :
    dirac V W X c *ᵥ Sum.elim x y = Sum.elim (V *ᵥ x + (c : ℂ) • (Xᴴ *ᵥ y))
      ((c : ℂ) • (X *ᵥ x) + smallBlock W c *ᵥ y) := by
  rw [dirac, fromBlocks_mulVec, Sum.elim_comp_inl, Sum.elim_comp_inr, smul_mulVec, smul_mulVec]

omit [DecidableEq n] in
/-- The ZORA matrix acts on `x` as the large-component row of the Dirac matrix does, with the
small component `(2c² - W)⁻¹ cXx`. -/
theorem zora_mulVec (V : Matrix n n ℂ) (W : Matrix m m ℂ) (X : Matrix m n ℂ) (c : ℝ)
    (x : n → ℂ) :
    zora V W X c *ᵥ x
      = V *ᵥ x + (c : ℂ) • (Xᴴ *ᵥ ((smallGap W c)⁻¹ *ᵥ ((c : ℂ) • (X *ᵥ x)))) := by
  rw [zora, add_mulVec, smul_mulVec, ← mulVec_mulVec, ← mulVec_mulVec, mulVec_smul,
    mulVec_smul, smul_smul, Complex.ofReal_pow, sq]

/-- If zero is not a level of `W - 2c²`, then `2c² - W` is invertible. -/
theorem smallGap_invertible {W : Matrix m m ℂ} {c : ℝ} (h : ¬ IsLevel (smallBlock W c) 0) :
    IsUnit (smallGap W c).det := by
  rw [isUnit_iff_ne_zero]
  intro h0
  obtain ⟨v, hv, h1⟩ := exists_mulVec_eq_zero_iff.mpr h0
  have hs : smallBlock W c = -smallGap W c := (neg_sub _ _).symm
  exact h ⟨v, hv, by rw [hs, neg_mulVec, h1]; simp⟩

/-- For Hermitian `V` and `W`, and zero not a level of `W - 2c²`, every ZORA level `ε` has a
Dirac level between `0` and `ε`, end points included. -/
theorem dirac_level_between {V : Matrix n n ℂ} {W : Matrix m m ℂ} {X : Matrix m n ℂ} {c ε : ℝ}
    (hV : V.IsHermitian) (hW : W.IsHermitian) (h0 : ¬ IsLevel (smallBlock W c) 0)
    (hε : IsLevel (zora V W X c) ε) : ∃ a, IsLevel (dirac V W X c) a ∧ a ∈ Set.uIcc 0 ε := by
  obtain ⟨x, hx, hS⟩ := hε
  have hs : smallBlock W c = -smallGap W c := (neg_sub _ _).symm
  obtain ⟨q, hq⟩ : ∃ q, q = (smallGap W c)⁻¹ *ᵥ ((c : ℂ) • (X *ᵥ x)) := ⟨_, rfl⟩
  -- with its small component restored, the ZORA state is mapped to `(εx, 0)`
  have hz : dirac V W X c *ᵥ Sum.elim x q = Sum.elim ((ε : ℂ) • x) 0 := by
    rw [dirac_mulVec, ← hS, zora_mulVec, ← hq]
    congr 1
    rw [hs, neg_mulVec, hq, mulVec_mulVec, mul_nonsing_inv _ (smallGap_invertible h0),
      one_mulVec, add_neg_cancel]
  have hdot : ∀ (a a' : n → ℂ) (b : m → ℂ),
      star (Sum.elim a b) ⬝ᵥ Sum.elim a' (0 : m → ℂ) = star a ⬝ᵥ a' := by
    intro a a' b
    simp [dotProduct, Fintype.sum_sum_type]
  have hne : Sum.elim x q ≠ 0 := fun h => hx (funext fun i => congrFun h (Sum.inl i))
  obtain ⟨a, ha, hle⟩ := exists_level_of_quadratic (dirac_isHermitian hV hW X c) hne 1 (-ε) 0
    (by
      rw [hz, hdot, hdot, star_smul, Complex.star_def, Complex.conj_ofReal]
      simp only [smul_dotProduct, dotProduct_smul, smul_eq_mul, Complex.re_ofReal_mul]
      apply le_of_eq
      ring)
  refine ⟨a, ha, ?_⟩
  rw [Set.mem_uIcc]
  rcases le_total 0 ε with h | h
  · left
    constructor <;> by_contra! h' <;> nlinarith
  · right
    constructor <;> by_contra! h' <;> nlinarith

/-- For Hermitian `V` and `W`, let the largest level `d` of `W - 2c²` be negative. Then every
Dirac level `E` with `d < E ≤ 0` is at least the lowest ZORA level `e`. -/
theorem zora_le_dirac {V : Matrix n n ℂ} {W : Matrix m m ℂ} {X : Matrix m n ℂ} {c d e E : ℝ}
    (hV : V.IsHermitian) (hW : W.IsHermitian)
    (hd : IsGreatest {E | IsLevel (smallBlock W c) E} d) (hd0 : d < 0)
    (he : IsLeast {E | IsLevel (zora V W X c) E} e)
    (hE : IsLevel (dirac V W X c) E) (hdE : d < E) (hE0 : E ≤ 0) : e ≤ E := by
  have hu : IsUnit (smallGap W c).det :=
    smallGap_invertible fun h => absurd (hd.2 h) (not_le_of_gt hd0)
  have hs : smallBlock W c = -smallGap W c := (neg_sub _ _).symm
  have hG : (smallGap W c).IsHermitian := by
    unfold Matrix.IsHermitian smallGap
    rw [conjTranspose_sub, conjTranspose_smul, conjTranspose_one, hW.eq, Complex.star_def,
      Complex.conj_ofReal]
  have hsm : (smallBlock W c).IsHermitian := by rw [hs]; exact hG.neg
  have hZ : (zora V W X c).IsHermitian := by
    unfold Matrix.IsHermitian zora
    rw [conjTranspose_add, conjTranspose_smul, hV.eq,
      (isHermitian_conjTranspose_mul_mul X hG.inv).eq, Complex.star_def, Complex.conj_ofReal]
  obtain ⟨z, hz, hzE⟩ := hE
  obtain ⟨x, y, rfl⟩ : ∃ x y, z = Sum.elim x y :=
    ⟨z ∘ Sum.inl, z ∘ Sum.inr, (Sum.elim_comp_inl_inr z).symm⟩
  rw [dirac_mulVec] at hzE
  have h1 : V *ᵥ x + (c : ℂ) • (Xᴴ *ᵥ y) = (E : ℂ) • x :=
    funext fun i => congrFun hzE (Sum.inl i)
  have h2 : (c : ℂ) • (X *ᵥ x) + smallBlock W c *ᵥ y = (E : ℂ) • y :=
    funext fun i => congrFun hzE (Sum.inr i)
  -- the large component cannot vanish above `d`
  have hx : x ≠ 0 := by
    intro hx0
    have hy : y ≠ 0 := by
      intro hy0
      apply hz
      rw [hx0, hy0]
      funext i
      cases i <;> rfl
    rw [hx0, mulVec_zero, smul_zero, zero_add] at h2
    exact absurd (hd.2 ⟨y, hy, h2⟩) (not_le_of_gt hdE)
  have hXx : (c : ℂ) • (X *ᵥ x) = (E : ℂ) • y + smallGap W c *ᵥ y := by
    rw [← h2, hs, neg_mulVec]
    abel
  obtain ⟨p, hp⟩ : ∃ p, p = (smallGap W c)⁻¹ *ᵥ y := ⟨_, rfl⟩
  have hGp : smallGap W c *ᵥ p = y := by
    rw [hp, mulVec_mulVec, mul_nonsing_inv _ hu, one_mulVec]
  have hi : (smallGap W c)⁻¹ *ᵥ ((c : ℂ) • (X *ᵥ x)) = (E : ℂ) • p + y := by
    rw [hXx, mulVec_add, mulVec_smul, mulVec_mulVec, nonsing_inv_mul _ hu, one_mulVec, ← hp]
  have hS : zora V W X c *ᵥ x = (E : ℂ) • x + (E : ℂ) • ((c : ℂ) • (Xᴴ *ᵥ p)) := by
    rw [zora_mulVec, hi, mulVec_add, mulVec_smul, ← h1]
    module
  have ht : star x ⬝ᵥ ((c : ℂ) • (Xᴴ *ᵥ p)) = (E : ℂ) * (star y ⬝ᵥ p) + star y ⬝ᵥ y := by
    calc star x ⬝ᵥ ((c : ℂ) • (Xᴴ *ᵥ p)) = star ((c : ℂ) • (X *ᵥ x)) ⬝ᵥ p := by
          rw [star_smul, Complex.star_def, Complex.conj_ofReal, star_mulVec, smul_dotProduct,
            dotProduct_smul, dotProduct_mulVec]
      _ = _ := by
          rw [hXx, star_add, star_smul, Complex.star_def, Complex.conj_ofReal, star_mulVec,
            hG.eq, add_dotProduct, smul_dotProduct, ← dotProduct_mulVec, hGp, smul_eq_mul]
  have hsymm : (star p ⬝ᵥ y).re = (star y ⬝ᵥ p).re := by
    simp only [dotProduct, Complex.re_sum]
    refine Finset.sum_congr rfl fun i _ => ?_
    simp only [Pi.star_apply, Complex.star_def, Complex.mul_re, Complex.conj_re,
      Complex.conj_im]
    ring
  -- `D(D - E)` is positive for `D = W - 2c²`, since its levels lie below `E ≤ 0`
  have hpos : 0 ≤ E * (star y ⬝ᵥ p).re + (star y ⬝ᵥ y).re := by
    by_contra! hneg
    have hp0 : p ≠ 0 := by
      intro h0
      have hy : y = 0 := by rw [← hGp, h0, mulVec_zero]
      rw [hy] at hneg
      simp at hneg
    have hsp : smallBlock W c *ᵥ p = -y := by rw [hs, neg_mulVec, hGp]
    obtain ⟨a, ha, hq⟩ := exists_level_of_quadratic hsm hp0 1 (-E) 0 (by
      simp only [hsp, star_neg, neg_dotProduct, dotProduct_neg, neg_neg, Complex.neg_re, hsymm]
      linarith)
    have had : a ≤ d := hd.2 ha
    have := mul_pos_of_neg_of_neg (show a < 0 by linarith) (show a - E < 0 by linarith)
    linarith
  have hR : (star x ⬝ᵥ (zora V W X c *ᵥ x)).re = E * (star x ⬝ᵥ x).re
      + E * (E * (star y ⬝ᵥ p).re + (star y ⬝ᵥ y).re) := by
    rw [hS, dotProduct_add, dotProduct_smul, dotProduct_smul, ht]
    simp only [smul_eq_mul, Complex.add_re, Complex.re_ofReal_mul]
  have hneg := mul_nonpos_of_nonpos_of_nonneg hE0 hpos
  obtain ⟨a, ha, hq⟩ := exists_level_of_quadratic hZ hx 0 1 (-E) (by rw [hR]; linarith)
  have hea : e ≤ a := he.2 ha
  linarith

/-- For Hermitian `V` and `W`, let the largest level `d` of `W - 2c²` be negative and `e` be the
lowest ZORA level. Dirac levels in `(d, 0]` are at least `e`; the smallest Dirac level above `d`
lies in `(0, e]` if `e > 0`, and in `[e, 0]` if `d < e ≤ 0`. -/
theorem zora_dirac_ordering {V : Matrix n n ℂ} {W : Matrix m m ℂ} {X : Matrix m n ℂ}
    {c d e : ℝ} (hV : V.IsHermitian) (hW : W.IsHermitian)
    (hd : IsGreatest {E | IsLevel (smallBlock W c) E} d) (hd0 : d < 0)
    (he : IsLeast {E | IsLevel (zora V W X c) E} e) :
    (∀ E, IsLevel (dirac V W X c) E → E ∈ Set.Ioc d 0 → e ≤ E) ∧
    (0 < e → ∃ E, IsLeast {E | d < E ∧ IsLevel (dirac V W X c) E} E ∧ E ∈ Set.Ioc 0 e) ∧
    (d < e → e ≤ 0 →
      ∃ E, IsLeast {E | d < E ∧ IsLevel (dirac V W X c) E} E ∧ E ∈ Set.Icc e 0) := by
  have hlow : ∀ E, IsLevel (dirac V W X c) E → E ∈ Set.Ioc d 0 → e ≤ E :=
    fun E hE h => zora_le_dirac hV hW hd hd0 he hE h.1 h.2
  obtain ⟨a, ha, hmem⟩ := dirac_level_between hV hW
    (fun h => absurd (hd.2 h) (not_le_of_gt hd0)) he.1
  refine ⟨hlow, fun hpos => ?_, fun hde hneg => ?_⟩
  · rw [Set.uIcc_of_le hpos.le] at hmem
    obtain ⟨E, hE, hEa⟩ :=
      exists_first_level_above (dirac_isHermitian hV hW X c) ha (lt_of_lt_of_le hd0 hmem.1)
    refine ⟨E, hE, ?_, hEa.trans hmem.2⟩
    by_contra! h
    have := hlow E hE.1.2 ⟨hE.1.1, h⟩
    linarith
  · rw [Set.uIcc_of_ge hneg] at hmem
    obtain ⟨E, hE, hEa⟩ :=
      exists_first_level_above (dirac_isHermitian hV hW X c) ha (lt_of_lt_of_le hde hmem.1)
    have hE0 : E ≤ 0 := hEa.trans hmem.2
    exact ⟨E, hE, hlow E hE.1.2 ⟨hE.1.1, hE0⟩, hE0⟩

end ZoraDirac
```

```lean
#print axioms ZoraDirac.zora_dirac_ordering
-- 'ZoraDirac.zora_dirac_ordering' depends on axioms: [propext, Classical.choice, Quot.sound]
```

## What `zora_dirac_ordering` says, and its limits

`IsLevel A E` means that the real number `E` has a nonzero eigenvector. `smallBlock` is $D$, `smallGap` is $G$, and `dirac` and `zora` are $H$ and $Z$. `IsGreatest` and `IsLeast` define $d$ and $e$, and thereby make both blocks nonempty. `Set.Ioc` is open on the left and closed on the right; `Set.Icc` is closed.

`eigen_coordinates` supplies the eigenvector expansion. From it, `exists_level_of_quadratic` shows that a quadratic polynomial in a Hermitian matrix with nonpositive expectation is nonpositive at some level: otherwise `Finset.sum_pos'` would make the weighted sum positive. `zora_le_dirac` applies this to $D$ for $t\ge0$ and to $Z$ for $e\le E$; `dirac_level_between` applies it to $H$. `exists_first_level_above` picks the minimum of a finite set, and the final theorem combines the bounds by cases.

When it locates the first level $E$, the theorem bounds the gap between $E$ and $e$ only by $|e|$, and it gives no pairing of excited levels. If $e\le d$, it does not promise a Dirac level above $d$: with $X=0$ and every eigenvalue of $V$ below $d$ there is none. It concerns matrices, not the basis-set limit, electron interaction or rounding.
